# The exchange-only pair correlation of the unpolarised electron gas rises from 1/2 as $(k_F r)^2/10$ at short distance

Put electrons of both spins, in equal numbers, into plane waves up to the Fermi wave number $k_F$, and ignore their Coulomb repulsion. Antisymmetry still keeps electrons of like spin apart, so each electron is surrounded by a region of reduced density, the exchange hole. How deep is this hole at distance $r$, and how does it begin to fill as $r$ grows from zero?

Let $y = k_F r$, and let $h(y)$ be the average of the plane wave $e^{i\mathbf k\cdot\mathbf r}$ over the filled Fermi sphere. If $n$ is the total density, the one-particle density matrix of each spin is $(n/2)h$. In a Slater determinant, exchange removes $(n/2)^2h^2$ from the pair density of each like-spin combination and nothing from the unlike ones. Summing over spins gives $n^2 - 2(n/2)^2h^2$, and division by $n^2$ gives the pair correlation function

$$g(y) = 1 - \tfrac12 h(y)^2 .$$

For $y>0$ the results are

$$h(y) = 3\int_0^1 \frac{t\sin(ty)}{y}\,dt = \frac{3(\sin y - y\cos y)}{y^3}, \qquad |h(y)|<1, \qquad \tfrac12 < g(y)\le 1,$$

together with $g(0)=\tfrac12$ and $(g(y)-\tfrac12)/y^2 \to \tfrac1{10}$ as $y\to0^+$. Half the Coulomb interaction energy between an electron and its exchange hole is the exchange energy per electron of this uniform gas. The local density approximation for exchange applies that energy at each point of a non-uniform system, using the local density.

## From the Fermi sphere to a closed form

Write $t=k/k_F$ and let $u$ be the cosine of the angle between $\mathbf k$ and $\mathbf r$. The imaginary part of the plane wave is odd in $u$ and averages to zero. Dividing by the volume $4\pi/3$ of the unit sphere and doing the azimuthal integral leaves

$$h(y)=\frac32\int_0^1 t^2\int_{-1}^1\cos(tyu)\,du\,dt .$$

For $t>0$ the inner integral is $2\sin(ty)/(ty)$, so the radial integrand becomes $2t\sin(ty)/y$, which is also correct at $t=0$. This is the sine integral stated above.

Now set $S(x)=\sin x-x\cos x$. Its derivative is $S'(x)=x\sin x$, and therefore

$$\frac{d}{dt}\,\frac{S(ty)}{y^3}=\frac{t\sin(ty)}{y}.$$

Since $S(0)=0$, integration from 0 to 1 gives $h(y)=3S(y)/y^3$.

## Bounds at every distance

The bounds on $h$ rest on one principle: a differentiable function that vanishes at 0 and has positive derivative for $x>0$ is positive for $x>0$.

The functions $x^3/3\mp S(x)$ vanish at 0 and have derivatives $x(x\mp\sin x)$. Both are positive for $x>0$: $\sin x<x$ settles the first, and for the second, $\sin x$ is positive when $x\le1$ and at least $-1$ when $x>1$. Hence $|S(y)|<y^3/3$, which is $|h(y)|<1$. Then $0\le h^2<1$ gives $\tfrac12<g\le1$, with $g=1$ wherever $h=0$.

For short distances, start from $\sin x<x$ and apply the principle four times. This gives, in turn,

$$\cos x>1-\tfrac{x^2}{2},\qquad \sin x>x-\tfrac{x^3}{6},$$
$$\cos x<1-\tfrac{x^2}{2}+\tfrac{x^4}{24},\qquad \sin x<x-\tfrac{x^3}{6}+\tfrac{x^5}{120}.$$

Multiplying the two sine bounds by $x$ and integrating once more yields

$$\tfrac{y^3}{3}-\tfrac{y^5}{30}<S(y)<\tfrac{y^3}{3}-\tfrac{y^5}{30}+\tfrac{y^7}{840},$$

and multiplication by $3/y^3$ turns this into

$$1-\tfrac{y^2}{10}<h(y)<1-\tfrac{y^2}{10}+\tfrac{y^4}{280}.$$

With $d=1-h$ the pair correlation is $g=\tfrac12+d-\tfrac12d^2$. Because $0<d<y^2/10$, we have $g<\tfrac12+y^2/10$. In the other direction, $d>y^2/10-y^4/280$ and $d^2/2<y^4/200$. Since $\tfrac1{280}+\tfrac1{200}<\tfrac1{100}$,

$$\tfrac12+\tfrac{y^2}{10}-\tfrac{y^4}{100}<g(y)<\tfrac12+\tfrac{y^2}{10}.$$

Subtracting $\tfrac12$ and dividing by $y^2$ traps the quotient between $\tfrac1{10}-y^2/100$ and $\tfrac1{10}$, which gives the limit. At $y=0$ the plane wave equals 1 throughout the sphere, so $h(0)=1$ and $g(0)=\tfrac12$.

## The two physical functions in Lean

```lean
import Mathlib

open Filter Topology

namespace FermiExchangeHole

noncomputable section
```

The function $h$ is `fermiAverage`, defined by the double integral over $t$ and $u$. Its argument is the dimensionless $y$, so neither $k_F$ nor the density appears separately.

```lean
/-- The plane wave averaged over the filled Fermi sphere, in spherical coordinates: `t` is the
wave number in units of the Fermi wave number, `u` the cosine of the polar angle, and `y` the
distance times the Fermi wave number. -/
def fermiAverage (y : ℝ) : ℝ :=
  3 / 2 * ∫ t in (0 : ℝ)..1, t ^ 2 * ∫ u in (-1 : ℝ)..1, Real.cos (t * y * u)
```

This definition gives the physical value at $y=0$. The closed form would not, because Lean evaluates its $0/0$ there as 0.

The function $g$ is `pairCorrelation`. Its formula is taken as a definition; the determinant argument that leads to it is not formalised. The model has a continuous Fermi sphere, equal spin populations and no Coulomb correlation.

```lean
/-- The exchange-only pair correlation function of the unpolarised electron gas. -/
def pairCorrelation (y : ℝ) : ℝ := 1 - fermiAverage y ^ 2 / 2
```

## Positivity from the slope, and the sine bounds

The next lemma is the principle behind the bounds on $h$. The hypothesis `hf` says that `f'` is the derivative of `f` everywhere, and `hp` says that it is positive at positive points. Mathlib then supplies strict monotonicity on $[0,\infty)$, and comparison with the value at 0 finishes the proof.

```lean
/-- A differentiable function that vanishes at the origin and has positive slope at every positive
point is positive at every positive point. -/
theorem pos_of_slope_pos {f f' : ℝ → ℝ} (h0 : f 0 = 0) (hf : ∀ x, HasDerivAt f (f' x) x)
    (hp : ∀ x, 0 < x → 0 < f' x) {y : ℝ} (hy : 0 < y) : 0 < f y := by
  have hm : StrictMonoOn f (Set.Ici 0) :=
    strictMonoOn_of_deriv_pos (convex_Ici 0)
      (fun x _ => (hf x).continuousAt.continuousWithinAt)
      (fun x hx => by
        rw [interior_Ici] at hx
        rw [(hf x).deriv]
        exact hp x hx)
  have h := hm (Set.mem_Ici.mpr le_rfl) (Set.mem_Ici.mpr hy.le) hy
  rwa [h0] at h
```

The four integrations of $\sin x<x$ appear below as `c1`, `s1`, `c2` and `s2`, in the order of the derivation. Each positive function serves as the derivative of the next.

```lean
/-- For positive argument the sine lies between its Taylor polynomials of degree three and
five. -/
theorem sin_taylor_bounds {y : ℝ} (hy : 0 < y) :
    y - y ^ 3 / 6 < Real.sin y ∧ Real.sin y < y - y ^ 3 / 6 + y ^ 5 / 120 := by
  -- each bound is integrated to give the next one
  have c1 : ∀ x : ℝ, 0 < x → 0 < Real.cos x - 1 + 1 / 2 * x ^ 2 := fun x hx =>
    pos_of_slope_pos (f := fun x => Real.cos x - 1 + 1 / 2 * x ^ 2)
      (f' := fun x => x - Real.sin x) (by norm_num)
      (fun x => (((Real.hasDerivAt_cos x).sub_const 1).fun_add
        ((hasDerivAt_pow 2 x).const_mul (1 / 2))).congr_deriv
          (by simp only [Nat.reduceSub, Nat.cast_ofNat]; ring))
      (fun x hx => sub_pos.2 (Real.sin_lt hx)) hx
  have s1 : ∀ x : ℝ, 0 < x → 0 < Real.sin x - x + 1 / 6 * x ^ 3 := fun x hx =>
    pos_of_slope_pos (f := fun x => Real.sin x - x + 1 / 6 * x ^ 3)
      (f' := fun x => Real.cos x - 1 + 1 / 2 * x ^ 2) (by norm_num)
      (fun x => (((Real.hasDerivAt_sin x).fun_sub (hasDerivAt_id' x)).fun_add
        ((hasDerivAt_pow 3 x).const_mul (1 / 6))).congr_deriv
          (by simp only [Nat.reduceSub, Nat.cast_ofNat]; ring)) c1 hx
  have c2 : ∀ x : ℝ, 0 < x → 0 < 1 / 24 * x ^ 4 - 1 / 2 * x ^ 2 + 1 - Real.cos x :=
    fun x hx => pos_of_slope_pos
      (f := fun x => 1 / 24 * x ^ 4 - 1 / 2 * x ^ 2 + 1 - Real.cos x)
      (f' := fun x => Real.sin x - x + 1 / 6 * x ^ 3) (by norm_num)
      (fun x => (((((hasDerivAt_pow 4 x).const_mul (1 / 24)).fun_sub
        ((hasDerivAt_pow 2 x).const_mul (1 / 2))).add_const 1).fun_sub
          (Real.hasDerivAt_cos x)).congr_deriv
          (by simp only [Nat.reduceSub, Nat.cast_ofNat]; ring)) s1 hx
  have s2 := pos_of_slope_pos
      (f := fun x => 1 / 120 * x ^ 5 - 1 / 6 * x ^ 3 + x - Real.sin x)
      (f' := fun x => 1 / 24 * x ^ 4 - 1 / 2 * x ^ 2 + 1 - Real.cos x) (by norm_num)
      (fun x => (((((hasDerivAt_pow 5 x).const_mul (1 / 120)).fun_sub
        ((hasDerivAt_pow 3 x).const_mul (1 / 6))).fun_add (hasDerivAt_id' x)).fun_sub
          (Real.hasDerivAt_sin x)).congr_deriv
          (by simp only [Nat.reduceSub, Nat.cast_ofNat]; ring)) c2 hy
  have s1y := s1 y hy
  constructor <;> linarith
```

## Angular and radial integration

The derivative of $S$ follows from the product rule.

```lean
/-- The derivative of `sin x - x cos x` is `x sin x`. -/
theorem hasDerivAt_sin_sub_mul_cos (x : ℝ) :
    HasDerivAt (fun x => Real.sin x - x * Real.cos x) (x * Real.sin x) x :=
  ((Real.hasDerivAt_sin x).fun_sub
    ((hasDerivAt_id' x).fun_mul (Real.hasDerivAt_cos x))).congr_deriv (by ring)
```

The angular integral is evaluated in `key`, which treats $t=0$ separately and otherwise substitutes $tyu$ as the new variable. The identity is then carried under the radial integral.

```lean
/-- At positive distance, carrying out the angular integral turns the Fermi-sphere average into a
radial sine integral. -/
theorem fermiAverage_eq_radial {y : ℝ} (hy : 0 < y) :
    fermiAverage y = 3 * ∫ t in (0 : ℝ)..1, t * Real.sin (t * y) / y := by
  have key : ∀ t : ℝ, t ^ 2 * (∫ u in (-1 : ℝ)..1, Real.cos (t * y * u))
      = 2 * (t * Real.sin (t * y) / y) := by
    intro t
    rcases eq_or_ne t 0 with rfl | ht
    · simp
    · have hc : t * y ≠ 0 := mul_ne_zero ht hy.ne'
      have hy0 : y ≠ 0 := hy.ne'
      rw [intervalIntegral.integral_comp_mul_left Real.cos hc, integral_cos]
      simp only [mul_neg, mul_one, Real.sin_neg, smul_eq_mul]
      field_simp
      ring
  have e : (∫ t in (0 : ℝ)..1, t ^ 2 * ∫ u in (-1 : ℝ)..1, Real.cos (t * y * u))
      = ∫ t in (0 : ℝ)..1, 2 * (t * Real.sin (t * y) / y) :=
    intervalIntegral.integral_congr (fun t _ => key t)
  unfold fermiAverage
  rw [e, intervalIntegral.integral_const_mul]
  ring
```

For the closed form, `hd` states that $S(ty)/y^3$ has derivative $t\sin(ty)/y$ with respect to $t$. The integrand is continuous, so the fundamental theorem of calculus reduces the integral to the two end values.

```lean
/-- The closed form of the Fermi-sphere average at positive distance. -/
theorem fermiAverage_closed_form {y : ℝ} (hy : 0 < y) :
    fermiAverage y = 3 * (Real.sin y - y * Real.cos y) / y ^ 3 := by
  have hy0 : y ≠ 0 := hy.ne'
  have hd : ∀ t : ℝ, HasDerivAt
      (fun t => (Real.sin (t * y) - t * y * Real.cos (t * y)) / y ^ 3)
      (t * Real.sin (t * y) / y) t := fun t =>
    (((hasDerivAt_sin_sub_mul_cos (t * y)).comp t (hasDerivAt_mul_const y)).div_const
      (y ^ 3)).congr_deriv (by field_simp)
  have hc : Continuous (fun t : ℝ => t * Real.sin (t * y) / y) := by fun_prop
  rw [fermiAverage_eq_radial hy, intervalIntegral.integral_eq_sub_of_hasDerivAt
    (fun t _ => hd t) (hc.intervalIntegrable _ _)]
  simp only [one_mul, zero_mul, Real.sin_zero, sub_zero, zero_div]
  ring
```

## Bounds on the Fermi-sphere average

The facts `up` and `lo` are the positivity of $y^3/3-S(y)$ and $y^3/3+S(y)$. After the closed form is inserted and the positive denominator $y^3$ is cleared, they are the two halves of $|h|<1$.

```lean
/-- At positive distance the Fermi-sphere average is smaller than one in magnitude. -/
theorem abs_fermiAverage_lt_one {y : ℝ} (hy : 0 < y) : |fermiAverage y| < 1 := by
  have up := pos_of_slope_pos
    (f := fun x => 1 / 3 * x ^ 3 - (Real.sin x - x * Real.cos x))
    (f' := fun x => x * (x - Real.sin x)) (by norm_num)
    (fun x => (((hasDerivAt_pow 3 x).const_mul (1 / 3)).fun_sub
      (hasDerivAt_sin_sub_mul_cos x)).congr_deriv
        (by simp only [Nat.reduceSub, Nat.cast_ofNat]; ring))
    (fun x hx => mul_pos hx (sub_pos.2 (Real.sin_lt hx))) hy
  have lo := pos_of_slope_pos
    (f := fun x => 1 / 3 * x ^ 3 + (Real.sin x - x * Real.cos x))
    (f' := fun x => x * (x + Real.sin x)) (by norm_num)
    (fun x => (((hasDerivAt_pow 3 x).const_mul (1 / 3)).fun_add
      (hasDerivAt_sin_sub_mul_cos x)).congr_deriv
        (by simp only [Nat.reduceSub, Nat.cast_ofNat]; ring))
    (fun x hx => mul_pos hx (by
      rcases le_or_gt x 1 with h | h
      · linarith [Real.sin_pos_of_pos_of_le_one hx h]
      · linarith [Real.neg_one_le_sin x])) hy
  have h3 : 0 < y ^ 3 := by positivity
  rw [fermiAverage_closed_form hy, abs_lt, lt_div_iff₀ h3, div_lt_iff₀ h3]
  constructor <;> linarith
```

The short-distance bounds follow the same pattern, with the sine bounds providing the positive slopes. They hold for every $y>0$, although they are sharp only when $y$ is small.

```lean
/-- Two-sided short-distance bounds on the Fermi-sphere average, valid at every positive
distance. -/
theorem fermiAverage_bounds {y : ℝ} (hy : 0 < y) :
    1 - y ^ 2 / 10 < fermiAverage y ∧
      fermiAverage y < 1 - y ^ 2 / 10 + y ^ 4 / 280 := by
  have lo := pos_of_slope_pos
    (f := fun x => Real.sin x - x * Real.cos x - 1 / 3 * x ^ 3 + 1 / 30 * x ^ 5)
    (f' := fun x => x * (Real.sin x - (x - x ^ 3 / 6))) (by norm_num)
    (fun x => (((hasDerivAt_sin_sub_mul_cos x).fun_sub
      ((hasDerivAt_pow 3 x).const_mul (1 / 3))).fun_add
        ((hasDerivAt_pow 5 x).const_mul (1 / 30))).congr_deriv
        (by simp only [Nat.reduceSub, Nat.cast_ofNat]; ring))
    (fun x hx => mul_pos hx (sub_pos.2 (sin_taylor_bounds hx).1)) hy
  have up := pos_of_slope_pos
    (f := fun x => 1 / 3 * x ^ 3 - 1 / 30 * x ^ 5 + 1 / 840 * x ^ 7
      - (Real.sin x - x * Real.cos x))
    (f' := fun x => x * (x - x ^ 3 / 6 + x ^ 5 / 120 - Real.sin x)) (by norm_num)
    (fun x => (((((hasDerivAt_pow 3 x).const_mul (1 / 3)).fun_sub
      ((hasDerivAt_pow 5 x).const_mul (1 / 30))).fun_add
        ((hasDerivAt_pow 7 x).const_mul (1 / 840))).fun_sub
          (hasDerivAt_sin_sub_mul_cos x)).congr_deriv
        (by simp only [Nat.reduceSub, Nat.cast_ofNat]; ring))
    (fun x hx => mul_pos hx (sub_pos.2 (sin_taylor_bounds hx).2)) hy
  have h3 : 0 < y ^ 3 := by positivity
  rw [fermiAverage_closed_form hy, lt_div_iff₀ h3, div_lt_iff₀ h3]
  constructor <;> nlinarith
```

## Range and contact behaviour of the pair correlation

The lower bound on $g$ comes from the product $(1+h)(1-h)>0$, and the upper bound from $h^2\ge0$.

```lean
/-- At positive distance the exchange-only pair correlation lies above one half and does not
exceed one. -/
theorem pairCorrelation_range {y : ℝ} (hy : 0 < y) :
    1 / 2 < pairCorrelation y ∧ pairCorrelation y ≤ 1 := by
  obtain ⟨h1, h2⟩ := abs_lt.1 (abs_fermiAverage_lt_one hy)
  unfold pairCorrelation
  constructor
  · nlinarith [mul_pos (sub_pos.2 h1) (sub_pos.2 h2)]
  · linarith [sq_nonneg (fermiAverage y)]
```

The explicit bounds on $g$ use the deficit $d=1-h$. The inequality `hsq` is $d^2\le(y^2/10)^2$, which controls the quadratic term in the lower bound; the upper bound needs only $d^2\ge0$.

```lean
/-- Explicit bounds on the pair correlation: its rise above one half is `y ^ 2 / 10` up to an
error of at most `y ^ 4 / 100`. -/
theorem pairCorrelation_bounds {y : ℝ} (hy : 0 < y) :
    1 / 2 + y ^ 2 / 10 - y ^ 4 / 100 < pairCorrelation y ∧
      pairCorrelation y < 1 / 2 + y ^ 2 / 10 := by
  obtain ⟨h1, h2⟩ := fermiAverage_bounds hy
  have h3 := (abs_lt.1 (abs_fermiAverage_lt_one hy)).2
  have h4 : 0 < y ^ 4 := by positivity
  -- the deficit `1 - h` lies between zero and `y ^ 2 / 10`
  have hsq : (1 - fermiAverage y) ^ 2 ≤ (y ^ 2 / 10) ^ 2 :=
    pow_le_pow_left₀ (by linarith) (by linarith) 2
  unfold pairCorrelation
  constructor
  · nlinarith
  · nlinarith [sq_nonneg (1 - fermiAverage y)]
```

The last theorem joins the contact value to the limit. The symbol `𝓝[>] 0` means that $y$ approaches 0 through positive values, as a distance does. The first part evaluates the defining integral at $y=0$, and the second squeezes the quotient between the two bounds found by hand.

Physically, the contact value reflects complete exclusion of like-spin pairs and no exchange effect on unlike-spin pairs. The coefficient $\tfrac1{10}$ describes how the like-spin contribution recovers.

```lean
/-- The pair correlation equals one half at contact, and its rise from there, divided by the
squared distance in Fermi units, tends to one tenth. -/
theorem pairCorrelation_contact :
    pairCorrelation 0 = 1 / 2 ∧
      Tendsto (fun y => (pairCorrelation y - 1 / 2) / y ^ 2) (𝓝[>] 0) (𝓝 (1 / 10)) := by
  constructor
  · have h : fermiAverage 0 = 1 := by
      unfold fermiAverage
      simp only [mul_zero, zero_mul, Real.cos_zero, intervalIntegral.integral_const,
        smul_eq_mul, mul_one, intervalIntegral.integral_mul_const, integral_pow]
      norm_num
    unfold pairCorrelation
    rw [h]
    norm_num
  · have hc : Continuous (fun y : ℝ => 1 / 10 - y ^ 2 / 100) := by fun_prop
    have hl : Tendsto (fun y : ℝ => 1 / 10 - y ^ 2 / 100) (𝓝[>] 0) (𝓝 (1 / 10)) :=
      (hc.tendsto' 0 (1 / 10) (by norm_num)).mono_left nhdsWithin_le_nhds
    -- squeeze between the two explicit bounds
    refine tendsto_of_tendsto_of_tendsto_of_le_of_le' hl tendsto_const_nhds ?_ ?_
    · filter_upwards [self_mem_nhdsWithin] with y hy
      have hy' : 0 < y := hy
      have h2 : 0 < y ^ 2 := by positivity
      rw [le_div_iff₀ h2]
      nlinarith [(pairCorrelation_bounds hy').1]
    · filter_upwards [self_mem_nhdsWithin] with y hy
      have hy' : 0 < y := hy
      have h2 : 0 < y ^ 2 := by positivity
      rw [div_le_iff₀ h2]
      linarith [(pairCorrelation_bounds hy').2]

end

end FermiExchangeHole
```

```lean
#print axioms FermiExchangeHole.pairCorrelation_range
#print axioms FermiExchangeHole.pairCorrelation_contact
```

```
'FermiExchangeHole.pairCorrelation_range' depends on axioms: [propext, Classical.choice, Quot.sound]
'FermiExchangeHole.pairCorrelation_contact' depends on axioms: [propext, Classical.choice, Quot.sound]
```
